# Enthalpy and the common tangent of two convex energy-volume curves

A total-energy calculation gives one curve E(v) per crystal structure, with E and v the energy and volume per formula unit, the composition being the same for all structures compared. Comparing the two minima decides only the case of zero pressure. The volume at which the curves cross does not locate the transition either, since the slopes there, and hence the pressures, generally differ. Phases in contact share a pressure, not a volume, and the quantity to compare at zero temperature is the enthalpy.

## Enthalpy at fixed pressure

Let E be convex for v > 0, and let V(P) > 0 be a differentiable function of the pressure P with E′(V(P)) = −P. Define

H(P) = E(V(P)) + P V(P).

For two such phases 1 and 2, each H is the minimum of E(v) + P v, each has H′ = V, and the tangents at pressure P coincide exactly when H₁(P) = H₂(P).

For the minimum, write V = V(P). Convexity bounds the chord slopes by the tangent slope:

(E(V) − E(v)) / (V − v) ≤ −P for v < V
−P ≤ (E(v) − E(V)) / (v − V) for v > V

Multiplying by the positive denominators gives E(V) + P V ≤ E(v) + P v in both cases, with equality at v = V.

For pressures P < Q, use each volume as a trial volume at the other pressure:

E(V(P)) + P V(P) ≤ E(V(Q)) + P V(Q)
E(V(Q)) + Q V(Q) ≤ E(V(P)) + Q V(P)

Adding gives (Q − P)(V(Q) − V(P)) ≤ 0, so the volume does not grow with pressure.

The chain and product rules give

H′ = −P V′ + V + P V′ = V.

The tangent at V(P) is

E(V) − P (v − V) = H(P) − P v.

Two lines agree exactly when slopes and intercepts agree, so the tangent of phase 1 at P equals that of phase 2 at Q exactly when P = Q and H₁(P) = H₂(Q).

## Shift of the transition pressure

Raising E₂ by a constant e leaves V₂ unchanged and raises H₂ by e. Suppose p(e) solves

H₁(p(e)) = H₂(p(e)) + e

for e near d and has derivative p′ at d. Differentiating at d gives V₁ p′ = V₂ p′ + 1, that is

(V₁ − V₂) p′ = 1 at the pressure p(d).

For static zero-temperature curves, and an error that is a volume-independent offset between the phases, this converts, to first order in the offset, an error in the relative energy from an electronic-structure method into an error in the transition pressure, which is large when the volume jump is small.

## A phase as a pair of functions

In Lean 4 with Mathlib:

```lean
import Mathlib

open Set Filter Topology

namespace CommonTangent

noncomputable section
```

A phase is a pair `E V : ℝ → ℝ` with a set `S` of pressures. Convexity stands for stability against uniform volume change (non-negative bulk modulus; shear stability is not modelled) and is demanded on all positive volumes, which excludes curves with a spinodal region. This is a simplification: a binding curve that has a minimum and levels off at a finite higher energy at large volume is not convex on all positive volumes. The field `pressure` fixes the sign convention and asks for a derivative of E only at equilibrium volumes. Existence and differentiability of V are assumed, not derived from E.

```lean
/-- Equation of state on the pressure range `S`: the energy `E` is convex on positive volumes,
and for `P` in `S` the volume `V P` is positive, obeys `E'(V P) = -P` and is differentiable
in `P`. -/
structure IsEOS (E V : ℝ → ℝ) (S : Set ℝ) : Prop where
  convex : ConvexOn ℝ (Ioi 0) E
  pos : ∀ P ∈ S, 0 < V P
  pressure : ∀ P ∈ S, HasDerivAt E (-P) (V P)
  diff : ∀ P ∈ S, DifferentiableAt ℝ V P

/-- Enthalpy `H(P) = E(V(P)) + P V(P)`. -/
def enthalpy (E V : ℝ → ℝ) (P : ℝ) : ℝ := E (V P) + P * V P

/-- Tangent line to the energy-volume curve at the volume `v₀`. -/
def tangentLine (E : ℝ → ℝ) (v₀ v : ℝ) : ℝ := E v₀ + deriv E v₀ * (v - v₀)

/-- Harmonic energy-volume curve `(v - a)² / 2`. -/
def harmonic (a v : ℝ) : ℝ := (v - a) ^ 2 / 2
```

## One phase

`IsLeast` says that H(P) is attained by some v > 0 and bounds all values of E(v) + P v from below; uniqueness of the minimiser is not claimed. `lt_trichotomy` splits v < V, v = V, v > V. The lemmas `slope_le_of_hasDerivAt` and `le_slope_of_hasDerivAt` are the two chord inequalities, and `div_le_iff₀` and `le_div_iff₀` clear the denominators.

```lean
/-- For an energy convex on positive volumes with slope `-P` at `V P > 0`, the enthalpy is the
minimum of `E(v) + P v` over positive volumes. -/
theorem enthalpy_isLeast {E V : ℝ → ℝ} {P : ℝ} (hc : ConvexOn ℝ (Ioi 0) E) (hpos : 0 < V P)
    (hE : HasDerivAt E (-P) (V P)) :
    IsLeast ((fun v => E v + P * v) '' Ioi 0) (enthalpy E V P) := by
  refine ⟨⟨V P, hpos, rfl⟩, ?_⟩
  rintro _ ⟨v, hv, rfl⟩
  show E (V P) + P * V P ≤ E v + P * v
  rcases lt_trichotomy v (V P) with h | h | h
  · -- compressed side: the chord slope lies below the tangent slope
    have hs := hc.slope_le_of_hasDerivAt hv (mem_Ioi.mpr hpos) h hE
    rw [slope_def_field, div_le_iff₀ (sub_pos.mpr h)] at hs
    linarith
  · rw [h]
  · -- expanded side: the chord slope lies above the tangent slope
    have hs := hc.le_slope_of_hasDerivAt (mem_Ioi.mpr hpos) hv h hE
    rw [slope_def_field, le_div_iff₀ (sub_pos.mpr h)] at hs
    linarith
```

Here `h1` and `h2` are the two trial-volume inequalities. Assuming V(Q) > V(P) makes the product `h3` positive, against their sum.

```lean
/-- For a convex energy, the equilibrium volume does not increase with pressure. -/
theorem volume_antitoneOn {E V : ℝ → ℝ} {S : Set ℝ} (hc : ConvexOn ℝ (Ioi 0) E)
    (hpos : ∀ P ∈ S, 0 < V P) (hE : ∀ P ∈ S, HasDerivAt E (-P) (V P)) :
    AntitoneOn V S := by
  intro P hP Q hQ hPQ
  rcases hPQ.eq_or_lt with h | h
  · exact le_of_eq (by rw [h])
  · -- use each equilibrium volume as a trial volume at the other pressure
    have h1 : E (V P) + P * V P ≤ E (V Q) + P * V Q :=
      (enthalpy_isLeast hc (hpos P hP) (hE P hP)).2 ⟨V Q, hpos Q hQ, rfl⟩
    have h2 : E (V Q) + Q * V Q ≤ E (V P) + Q * V P :=
      (enthalpy_isLeast hc (hpos Q hQ) (hE Q hQ)).2 ⟨V P, hpos P hP, rfl⟩
    by_contra hlt
    have h3 : 0 < (Q - P) * (V Q - V P) :=
      mul_pos (sub_pos.mpr h) (sub_pos.mpr (not_le.mp hlt))
    nlinarith
```

The derivative uses no convexity: `hE.comp` is the chain rule, `fun_mul` the product rule, and `ring` cancels the terms in V′.

```lean
/-- If `E'(V P) = -P` and the volume is differentiable at `P`, the pressure derivative of the
enthalpy is the volume. -/
theorem hasDerivAt_enthalpy {E V : ℝ → ℝ} {P : ℝ} (hE : HasDerivAt E (-P) (V P))
    (hV : DifferentiableAt ℝ V P) : HasDerivAt (enthalpy E V) (V P) P := by
  have hd := hV.hasDerivAt
  -- chain rule: the two terms with dV/dP cancel
  have h : HasDerivAt (enthalpy E V) (-P * deriv V P + (1 * V P + P * deriv V P)) P :=
    (hE.comp P hd).add ((hasDerivAt_id' P).fun_mul hd)
  exact h.congr_deriv (by ring)

/-- If `E'(V P) = -P`, the tangent at `V P` has slope `-P` and intercept `H(P)`. -/
theorem tangentLine_eq {E V : ℝ → ℝ} {P : ℝ} (hE : HasDerivAt E (-P) (V P)) :
    tangentLine E (V P) = fun v => enthalpy E V P - P * v := by
  funext v
  simp only [tangentLine, enthalpy, hE.deriv]
  ring
```

## Two phases

The tangents are compared as functions of v on the whole line. Evaluation at v = 0 gives equal intercepts, and v = 1 then gives equal slopes.

```lean
/-- The tangent of phase 1 at pressure `P` and that of phase 2 at pressure `Q` are the same
line exactly when the pressures are equal and the enthalpies are equal. -/
theorem tangentLine_eq_iff {E₁ V₁ E₂ V₂ : ℝ → ℝ} {P Q : ℝ}
    (h₁ : HasDerivAt E₁ (-P) (V₁ P)) (h₂ : HasDerivAt E₂ (-Q) (V₂ Q)) :
    tangentLine E₁ (V₁ P) = tangentLine E₂ (V₂ Q) ↔
      P = Q ∧ enthalpy E₁ V₁ P = enthalpy E₂ V₂ Q := by
  rw [tangentLine_eq h₁, tangentLine_eq h₂]
  constructor
  · intro h
    -- compare the lines at v = 0 and v = 1
    have a : enthalpy E₁ V₁ P - P * 0 = enthalpy E₂ V₂ Q - Q * 0 := congrFun h 0
    have b : enthalpy E₁ V₁ P - P * 1 = enthalpy E₂ V₂ Q - Q * 1 := congrFun h 1
    constructor <;> linarith
  · rintro ⟨hPQ, h⟩
    funext v
    rw [h, hPQ]
```

The hypothesis `hH` says that the enthalpy equation holds in a neighbourhood of d; the offset is written directly into it. The facts `a` and `b` differentiate the two sides, `congr_of_eventuallyEq` transfers the derivative found in `b` to the left-hand function, and `a.unique c` equates the results.

```lean
/-- If a pressure `p(e)` with derivative `p'` at `d` solves `H₁ = H₂ + e` for energy offsets
`e` near `d`, then `(V₁ - V₂) p' = 1` at the pressure `p(d)`. -/
theorem transition_pressure_shift {E₁ V₁ E₂ V₂ p : ℝ → ℝ} {d p' : ℝ}
    (hE₁ : HasDerivAt E₁ (-p d) (V₁ (p d))) (hV₁ : DifferentiableAt ℝ V₁ (p d))
    (hE₂ : HasDerivAt E₂ (-p d) (V₂ (p d))) (hV₂ : DifferentiableAt ℝ V₂ (p d))
    (hp : HasDerivAt p p' d)
    (hH : ∀ᶠ e in 𝓝 d, enthalpy E₁ V₁ (p e) = enthalpy E₂ V₂ (p e) + e) :
    (V₁ (p d) - V₂ (p d)) * p' = 1 := by
  have a : HasDerivAt (fun e => enthalpy E₁ V₁ (p e)) (V₁ (p d) * p') d :=
    (hasDerivAt_enthalpy hE₁ hV₁).comp d hp
  have b : HasDerivAt (fun e => enthalpy E₂ V₂ (p e) + e) (V₂ (p d) * p' + 1) d :=
    ((hasDerivAt_enthalpy hE₂ hV₂).comp d hp).add (hasDerivAt_id' d)
  -- both sides agree near d, so their derivatives agree
  have c : HasDerivAt (fun e => enthalpy E₁ V₁ (p e)) (V₂ (p d) * p' + 1) d :=
    b.congr_of_eventuallyEq hH
  have := a.unique c
  linarith
```

The main theorem gathers the minimum, the derivative and the tangent criterion for every P in `S`, and the shift for every p with `p d ∈ S`. It does not state that a transition pressure exists, that p exists, or which phase has the lower enthalpy on which side.

```lean
/-- Common-tangent construction for two phases: each enthalpy is the minimum of `E + P v` and
has pressure derivative `V`, the tangents at pressure `P` coincide exactly when `H₁ = H₂`, and
a differentiable solution `p(d)` of `H₁ = H₂ + d` obeys `(V₁ - V₂) p' = 1`. -/
theorem common_tangent {E₁ V₁ E₂ V₂ : ℝ → ℝ} {S : Set ℝ}
    (h₁ : IsEOS E₁ V₁ S) (h₂ : IsEOS E₂ V₂ S) :
    (∀ P ∈ S,
      IsLeast ((fun v => E₁ v + P * v) '' Ioi 0) (enthalpy E₁ V₁ P) ∧
      IsLeast ((fun v => E₂ v + P * v) '' Ioi 0) (enthalpy E₂ V₂ P) ∧
      HasDerivAt (enthalpy E₁ V₁) (V₁ P) P ∧ HasDerivAt (enthalpy E₂ V₂) (V₂ P) P ∧
      (tangentLine E₁ (V₁ P) = tangentLine E₂ (V₂ P) ↔
        enthalpy E₁ V₁ P = enthalpy E₂ V₂ P)) ∧
    ∀ (p : ℝ → ℝ) (d p' : ℝ), p d ∈ S → HasDerivAt p p' d →
      (∀ᶠ e in 𝓝 d, enthalpy E₁ V₁ (p e) = enthalpy E₂ V₂ (p e) + e) →
      (V₁ (p d) - V₂ (p d)) * p' = 1 := by
  refine ⟨fun P hP => ⟨?_, ?_, ?_, ?_, ?_⟩, fun p d p' hd hp hH => ?_⟩
  · exact enthalpy_isLeast h₁.convex (h₁.pos P hP) (h₁.pressure P hP)
  · exact enthalpy_isLeast h₂.convex (h₂.pos P hP) (h₂.pressure P hP)
  · exact hasDerivAt_enthalpy (h₁.pressure P hP) (h₁.diff P hP)
  · exact hasDerivAt_enthalpy (h₂.pressure P hP) (h₂.diff P hP)
  · rw [tangentLine_eq_iff (h₁.pressure P hP) (h₂.pressure P hP)]
    exact ⟨fun h => h.2, fun h => ⟨rfl, h⟩⟩
  · exact transition_pressure_shift (h₁.pressure _ hd) (h₁.diff _ hd)
      (h₂.pressure _ hd) (h₂.diff _ hd) hp hH
```

An alternative model defines H(P) as the infimum of E(v) + P v and never introduces V. The lower bound then holds by definition, but H′ = V becomes an envelope statement that needs a unique minimiser in place of a differentiable V; that version is not developed here.

## Two harmonic curves

For E(v) = (v − a)²/2 the condition E′ = −P gives V = a − P, positive for P < b ≤ a. This is a toy curve in dimensionless units, reasonable only near its minimum: its bulk modulus v E″ = v falls under compression and the volume reaches zero at P = a, unlike a real solid. Convexity follows from s t (x − y)² ≥ 0 for volumes x, y and weights s, t ≥ 0 with s + t = 1.

```lean
/-- The harmonic curve with `V(P) = a - P` is an equation of state for pressures below any
`b ≤ a`. -/
theorem harmonic_isEOS {a b : ℝ} (hab : b ≤ a) :
    IsEOS (harmonic a) (fun P => a - P) (Iio b) := by
  refine ⟨⟨convex_Ioi 0, fun x _ y _ s t hs ht hst => ?_⟩, fun P hP => ?_,
    fun P _ => ?_, fun P _ => ?_⟩
  · have h := mul_nonneg (mul_nonneg hs ht) (sq_nonneg (x - y))
    obtain rfl : t = 1 - s := by linarith
    simp only [harmonic, smul_eq_mul]
    nlinarith [h]
  · have hP' : P < b := hP
    show 0 < a - P
    linarith
  · show HasDerivAt (harmonic a) (-P) (a - P)
    have g : HasDerivAt (fun x : ℝ => x - a) 1 (a - P) := (hasDerivAt_id' (a - P)).sub_const a
    have h : HasDerivAt (fun x : ℝ => (x - a) * (x - a) / 2)
        ((1 * (a - P - a) + (a - P - a) * 1) / 2) (a - P) := (g.fun_mul g).div_const 2
    have e : harmonic a = fun x : ℝ => (x - a) * (x - a) / 2 := by
      funext x
      simp only [harmonic]
      ring
    rw [e]
    exact h.congr_deriv (by ring)
  · fun_prop
```

Then H = a P − P²/2. With a = 3 and a = 1, H₁ − H₂ = 2P, so p(d) = d/2, and V₁ − V₂ = 2 matches the slope 1/2. The pressure p(d) lies in the range P < 1 for d < 2.

```lean
/-- Two harmonic phases with `V₁ = 3 - P` and `V₂ = 1 - P` are equations of state for `P < 1`,
and `p(d) = d / 2` has slope `1 / 2` and solves `H₁ = H₂ + d`. -/
theorem common_tangent_witness :
    IsEOS (harmonic 3) (fun P => 3 - P) (Iio 1) ∧ IsEOS (harmonic 1) (fun P => 1 - P) (Iio 1) ∧
    ∀ d : ℝ, HasDerivAt (fun e : ℝ => e / 2) (1 / 2) d ∧
      enthalpy (harmonic 3) (fun P => 3 - P) (d / 2)
        = enthalpy (harmonic 1) (fun P => 1 - P) (d / 2) + d := by
  refine ⟨harmonic_isEOS (by norm_num), harmonic_isEOS le_rfl, fun d => ⟨?_, ?_⟩⟩
  · exact (hasDerivAt_id' d).div_const 2
  · simp only [enthalpy, harmonic]
    ring

end

end CommonTangent
```

```lean
#print axioms CommonTangent.volume_antitoneOn
#print axioms CommonTangent.common_tangent
```

```
'CommonTangent.volume_antitoneOn' depends on axioms: [propext, Classical.choice, Quot.sound]
'CommonTangent.common_tangent' depends on axioms: [propext, Classical.choice, Quot.sound]
```
